# The Stillinger–Lovett limit for ionic mixtures with a positive definite short-range part

## Ionic mixtures in matrix form

Consider a homogeneous, isotropic classical fluid with finitely many ionic species, labelled by \(i\). Species \(i\) has number density \(\rho_i\) and charge \(z_i\), and \(\beta\) is the inverse temperature. In Gaussian units the Coulomb coupling vector \(u\) and the Debye wavenumber \(\kappa\) are given by

\[
u_i=\sqrt{4\pi\beta\rho_i}\,z_i,\qquad \kappa^2=u^Tu=4\pi\beta\sum_i\rho_i z_i^2 .
\]

At wavenumber \(q>0\), the density-weighted direct correlations split into a Coulomb part \(-uu^T/q^2\) and a remainder \(R(q)\). The Ornstein–Zernike relation then gives the matrix of partial structure factors as

\[
S(q)=M(q)^{-1},\qquad M(q)=I+\frac{uu^T}{q^2}-R(q).
\]

Two conditions are placed on the remainder. First, \(R(q)\to R_0\) as \(q\to0^+\), which says that the Coulomb term carries the whole small-\(q\) divergence of the direct correlations. Second, the short-range part \(A_0=I-R_0\) is positive definite: with the Coulomb term removed, the long-wavelength quadratic form still penalises every combination of density fluctuations. Stability of the fluid does not guarantee this, because it constrains \(M(q)\), which includes the Coulomb term; in a strongly coupled ionic fluid \(A_0\) can fail to be positive definite. The last section gives a weaker condition under which the derivation still works.

## Perfect screening at small wavenumber

If \(u\neq0\), then \(M(q)\) is invertible for all sufficiently small \(q>0\), and

\[
\frac{u^TS(q)u}{\kappa^2q^2}\longrightarrow\frac1{\kappa^2}\qquad(q\to0^+).
\]

To derive this, fix \(q>0\) and write \(A=I-R(q)\). Suppose for now that \(A\) is invertible and that \(g=u^TA^{-1}u\) is positive. For any vector \(v\),

\[
Mv=Av+\frac{u^Tv}{q^2}\,u .
\]

If \(Mv=0\), then \(v=-(u^Tv/q^2)\,A^{-1}u\). Contracting with \(u\) and multiplying by \(q^2\) gives

\[
(u^Tv)(q^2+g)=0 .
\]

Since \(q^2+g>0\), we have \(u^Tv=0\), and therefore \(v=0\). So \(M\) is invertible. To find \(Su\), try \(x=c\,A^{-1}u\) with a number \(c\):

\[
Mx=c\left(1+\frac g{q^2}\right)u .
\]

This equals \(u\) when \(c=q^2/(q^2+g)\). Hence

\[
Su=\frac{q^2}{q^2+g}\,A^{-1}u,\qquad \frac{u^TSu}{q^2}=\frac{g}{q^2+g}.
\]

Now let \(q\to0^+\). Because \(\det A_0>0\), the matrix \(A(q)\) is invertible for small \(q\), and \(A(q)^{-1}\to A_0^{-1}\). Therefore \(g(q)\to g_0=u^TA_0^{-1}u\), which is positive because \(A_0^{-1}\) is positive definite and \(u\neq0\). This justifies the two suppositions for small \(q\) and gives

\[
\frac{Su}{q^2}\to\frac{A_0^{-1}u}{g_0},\qquad \frac{u^TSu}{q^2}\to1 .
\]

Division by \(\kappa^2\) yields the claim. With several species, the short-range correlations can affect how the limiting response is shared among them, but they drop out of the limiting total.

The Stillinger–Lovett condition is a statement about the equilibrium correlations of an ionic fluid. Here it follows from an assumed small-\(q\) form of the direct correlations; that form is not derived from an interaction potential. For a classical simulation of mobile ions that satisfies these assumptions, the limit can serve as a check on the long-wavelength charge fluctuations.

## Two species with numbers

Take dimensionless units, \(u=(2,-1)^T\), so that \(\kappa^2=5\), and a remainder that is constant over the wavenumbers used here, with

\[
A=\begin{pmatrix}1&-\tfrac12\\-\tfrac12&1\end{pmatrix},\qquad
A^{-1}=\begin{pmatrix}\tfrac43&\tfrac23\\\tfrac23&\tfrac43\end{pmatrix}.
\]

The eigenvalues of \(A\) are \(\tfrac12\) and \(\tfrac32\). Then \(A^{-1}u=(2,0)^T\) and \(g=4\), so

\[
\frac{u^TSu}{\kappa^2q^2}=\frac{4}{5(q^2+4)} .
\]

This is \(0.16\) at \(q=1\), about \(0.1995\) at \(q=0.1\), and \(0.2=1/\kappa^2\) in the limit. The species-resolved limit is \(Su/q^2\to(\tfrac12,0)^T\), whose product with \(u\) is \(1\).

## The matrices in Lean

The finite type `n` labels the species, and vectors and matrices have real entries.

```lean
import Mathlib

open Filter Matrix
open scoped Topology

namespace IonicOrnsteinZernike

noncomputable section

variable {n : Type*} [Fintype n] [DecidableEq n]
```

In `ozMatrix`, the term `vecMulVec u u` is \(uu^T\). The argument `R` is the remainder at one wavenumber; the later theorems take a function of \(q\) and insert `R q`.

```lean
/-- The Ornstein-Zernike matrix `I + u uᵀ / q² - R` of an ionic mixture at wavenumber `q ≠ 0`,
with Coulomb coupling vector `u` and short-range direct correlations `R`. -/
def ozMatrix (u : n → ℝ) (R : Matrix n n ℝ) (q : ℝ) : Matrix n n ℝ :=
  1 + (q ^ 2)⁻¹ • vecMulVec u u - R
```

The structure factors are the matrix inverse. This reading requires \(q\neq0\) and an invertible Ornstein–Zernike matrix; Lean's inverse is defined in every case.

```lean
/-- The matrix of partial structure factors, the inverse of the Ornstein-Zernike matrix; this
reading requires `q ≠ 0` and that matrix to be invertible. -/
def structureFactor (u : n → ℝ) (R : Matrix n n ℝ) (q : ℝ) : Matrix n n ℝ :=
  (ozMatrix u R q)⁻¹
```

## The response at fixed wavenumber

The first lemma is the formula for \(Mv\). Here `*ᵥ` is the action of a matrix on a vector and `⬝ᵥ` is the dot product. The auxiliary fact `h` states \((uu^T)v=(u^Tv)u\).

```lean
/-- The Ornstein-Zernike matrix acts on a vector by its short-range part plus a Coulomb term
along the coupling vector. -/
theorem ozMatrix_mulVec (u v : n → ℝ) (R : Matrix n n ℝ) (q : ℝ) :
    ozMatrix u R q *ᵥ v = (1 - R) *ᵥ v + ((q ^ 2)⁻¹ * (u ⬝ᵥ v)) • u := by
  have h : vecMulVec u u *ᵥ v = (u ⬝ᵥ v) • u := by
    ext i
    simp only [Matrix.mulVec, dotProduct, Matrix.vecMulVec_apply, Pi.smul_apply, smul_eq_mul,
      Finset.sum_mul]
    exact Finset.sum_congr rfl fun j _ => by ring
  rw [ozMatrix, Matrix.sub_mulVec, Matrix.add_mulVec, Matrix.smul_mulVec, h, Matrix.sub_mulVec]
  module
```

The next theorem assumes what was supposed at fixed \(q\): \(A\) is invertible (`hA`) and \(g>0\) (`hg`). It concludes that \(M\) is invertible and gives the formula for \(Su\).

For invertibility, a zero determinant would supply a nonzero null vector `v`. Steps `h1` to `h5` repeat the argument by hand: `h4` is \((u^Tv)(q^2+g)=0\), and `h5` is \(u^Tv=0\). For the formula, `key` is the scalar identity that fixes \(c\), `hM` checks that \(M\) sends the proposed vector to \(u\), and applying the inverse finishes the proof.

```lean
/-- At finite wavenumber, if the short-range part is invertible and its inverse is positive along
`u`, the Ornstein-Zernike matrix is invertible and `S u` is a rescaled short-range response. -/
theorem structureFactor_mulVec (u : n → ℝ) (R : Matrix n n ℝ) {q : ℝ} (hq : q ≠ 0)
    (hA : IsUnit (1 - R)) (hg : 0 < u ⬝ᵥ (1 - R)⁻¹ *ᵥ u) :
    IsUnit (ozMatrix u R q) ∧
      structureFactor u R q *ᵥ u =
        (q ^ 2 / (q ^ 2 + u ⬝ᵥ (1 - R)⁻¹ *ᵥ u)) • ((1 - R)⁻¹ *ᵥ u) := by
  have hdet := (Matrix.isUnit_iff_isUnit_det _).1 hA
  have hq2 : 0 < q ^ 2 := by positivity
  have hunit : IsUnit (ozMatrix u R q) := by
    rw [Matrix.isUnit_iff_isUnit_det, isUnit_iff_ne_zero]
    intro h0
    -- a null vector would be parallel to the short-range response
    obtain ⟨v, hv, hMv⟩ := Matrix.exists_mulVec_eq_zero_iff.2 h0
    rw [ozMatrix_mulVec] at hMv
    have h2 : (1 - R) *ᵥ v = (-((q ^ 2)⁻¹ * (u ⬝ᵥ v))) • u := by
      rw [neg_smul]
      exact eq_neg_of_add_eq_zero_left hMv
    have h1 : v = (-((q ^ 2)⁻¹ * (u ⬝ᵥ v))) • ((1 - R)⁻¹ *ᵥ u) := by
      calc v = (1 - R)⁻¹ *ᵥ ((1 - R) *ᵥ v) := by
            rw [Matrix.mulVec_mulVec, Matrix.nonsing_inv_mul _ hdet, Matrix.one_mulVec]
        _ = _ := by rw [h2, Matrix.mulVec_smul]
    have h3 : u ⬝ᵥ v = (-((q ^ 2)⁻¹ * (u ⬝ᵥ v))) * (u ⬝ᵥ (1 - R)⁻¹ *ᵥ u) := by
      have h := congrArg (fun w => u ⬝ᵥ w) h1
      simpa only [dotProduct_smul, smul_eq_mul] using h
    have hi : (q ^ 2)⁻¹ * q ^ 2 = 1 := inv_mul_cancel₀ hq2.ne'
    have h4 : (u ⬝ᵥ v) * (q ^ 2 + u ⬝ᵥ (1 - R)⁻¹ *ᵥ u) = 0 := by
      linear_combination q ^ 2 * h3 - (u ⬝ᵥ v) * (u ⬝ᵥ (1 - R)⁻¹ *ᵥ u) * hi
    have h5 : u ⬝ᵥ v = 0 := (mul_eq_zero.1 h4).resolve_right (add_pos hq2 hg).ne'
    apply hv
    rw [h1, h5]
    simp
  refine ⟨hunit, ?_⟩
  have key : ∀ g : ℝ, 0 < g →
      q ^ 2 / (q ^ 2 + g) + (q ^ 2)⁻¹ * (q ^ 2 / (q ^ 2 + g) * g) = 1 := by
    intro g hg
    have hs : q ^ 2 + g ≠ 0 := by positivity
    field_simp
  -- the claimed vector is mapped back to `u`
  have hM : ozMatrix u R q *ᵥ
      ((q ^ 2 / (q ^ 2 + u ⬝ᵥ (1 - R)⁻¹ *ᵥ u)) • ((1 - R)⁻¹ *ᵥ u)) = u := by
    rw [ozMatrix_mulVec, Matrix.mulVec_smul, Matrix.mulVec_mulVec,
      Matrix.mul_nonsing_inv _ hdet, Matrix.one_mulVec, dotProduct_smul, smul_eq_mul,
      ← add_smul, key _ hg, one_smul]
  have h := congrArg (fun w => (ozMatrix u R q)⁻¹ *ᵥ w) hM
  simp only [Matrix.mulVec_mulVec,
    Matrix.nonsing_inv_mul _ ((Matrix.isUnit_iff_isUnit_det _).1 hunit),
    Matrix.one_mulVec] at h
  exact h.symm
```

## The limit, species by species

The hypothesis `hR` is the one-sided limit \(R(q)\to R_0\) as \(q\to0^+\). The phrase `∀ᶠ q in 𝓝[>] (0 : ℝ)` means "for all sufficiently small positive \(q\)". The condition `(1 - R0).PosDef` includes the symmetry of \(R_0\), while \(R(q)\) at finite \(q\) need not be symmetric.

The proof obtains continuity of the inverse from the determinant and the adjugate (`hinv`). It then derives \(g(q)\to g_0\) (`hg`) and \(g_0>0\) (`hg0`). The statement `hev` collects the conditions under which the fixed-\(q\) theorem applies. After the factor \(q^2\) cancels, the remaining expression \((q^2+g)^{-1}A^{-1}u\) has the required limit.

```lean
/-- Species-resolved screening: for small `q > 0` the Ornstein-Zernike matrix is invertible, and
`S u / q²` tends to the short-range response to `u`, normalised to unit overlap with `u`. -/
theorem tendsto_screening {u : n → ℝ} (hu : u ≠ 0) {R : ℝ → Matrix n n ℝ} {R0 : Matrix n n ℝ}
    (hR : Tendsto R (𝓝[>] 0) (𝓝 R0)) (hpos : (1 - R0).PosDef) :
    (∀ᶠ q in 𝓝[>] (0 : ℝ), IsUnit (ozMatrix u (R q) q)) ∧
      Tendsto (fun q => (q ^ 2)⁻¹ • (structureFactor u (R q) q *ᵥ u)) (𝓝[>] 0)
        (𝓝 ((u ⬝ᵥ (1 - R0)⁻¹ *ᵥ u)⁻¹ • ((1 - R0)⁻¹ *ᵥ u))) := by
  have hA : Tendsto (fun q => 1 - R q) (𝓝[>] 0) (𝓝 (1 - R0)) := tendsto_const_nhds.sub hR
  have h0 : (1 - R0).det ≠ 0 := hpos.det_pos.ne'
  have hd : Tendsto (fun q => (1 - R q).det) (𝓝[>] 0) (𝓝 (1 - R0).det) :=
    ((continuous_id.matrix_det).tendsto (1 - R0)).comp hA
  have hadj : Tendsto (fun q => (1 - R q).adjugate) (𝓝[>] 0) (𝓝 (1 - R0).adjugate) :=
    ((continuous_id.matrix_adjugate).tendsto (1 - R0)).comp hA
  -- the inverse of the short-range part tends to `(1 - R0)⁻¹` as `q → 0⁺`
  have hinv : Tendsto (fun q => (1 - R q)⁻¹) (𝓝[>] 0) (𝓝 (1 - R0)⁻¹) := by
    simpa only [Matrix.inv_def, Ring.inverse_eq_inv'] using (hd.inv₀ h0).smul hadj
  have hx : Tendsto (fun q => (1 - R q)⁻¹ *ᵥ u) (𝓝[>] 0) (𝓝 ((1 - R0)⁻¹ *ᵥ u)) :=
    ((continuous_id.matrix_mulVec continuous_const).tendsto ((1 - R0)⁻¹)).comp hinv
  have hdot : Continuous fun v : n → ℝ => u ⬝ᵥ v := by
    unfold dotProduct
    fun_prop
  have hg : Tendsto (fun q => u ⬝ᵥ (1 - R q)⁻¹ *ᵥ u) (𝓝[>] 0)
      (𝓝 (u ⬝ᵥ (1 - R0)⁻¹ *ᵥ u)) := (hdot.tendsto _).comp hx
  have hg0 : 0 < u ⬝ᵥ (1 - R0)⁻¹ *ᵥ u := by
    simpa only [star_trivial] using hpos.inv.dotProduct_mulVec_pos hu
  have hev : ∀ᶠ q in 𝓝[>] (0 : ℝ),
      0 < q ∧ IsUnit (1 - R q) ∧ 0 < u ⬝ᵥ (1 - R q)⁻¹ *ᵥ u := by
    filter_upwards [self_mem_nhdsWithin, hd.eventually_ne h0,
      hg.eventually (eventually_gt_nhds hg0)] with q h1 h2 h3
    exact ⟨h1, (Matrix.isUnit_iff_isUnit_det _).2 (isUnit_iff_ne_zero.2 h2), h3⟩
  refine ⟨hev.mono fun q h => (structureFactor_mulVec u (R q) h.1.ne' h.2.1 h.2.2).1, ?_⟩
  have hq : Tendsto (fun q : ℝ => q ^ 2) (𝓝[>] 0) (𝓝 0) :=
    ((continuous_pow 2).tendsto' 0 0 (by norm_num)).mono_left nhdsWithin_le_nhds
  have hsum := hq.add hg
  rw [zero_add] at hsum
  refine Tendsto.congr' ?_ ((hsum.inv₀ hg0.ne').smul hx)
  filter_upwards [hev] with q h
  have hq2 : q ^ 2 ≠ 0 := pow_ne_zero 2 h.1.ne'
  rw [(structureFactor_mulVec u (R q) h.1.ne' h.2.1 h.2.2).2, smul_smul, div_eq_mul_inv,
    ← mul_assoc, inv_mul_cancel₀ hq2, one_mul]
```

Taking the dot product with \(u\) is continuous, so the vector limit gives a scalar one. Its value is \(g_0^{-1}g_0=1\).

```lean
/-- The contraction of the structure factors with the coupling vector vanishes as `q²`, with
coefficient one. -/
theorem tendsto_contraction {u : n → ℝ} (hu : u ≠ 0) {R : ℝ → Matrix n n ℝ}
    {R0 : Matrix n n ℝ} (hR : Tendsto R (𝓝[>] 0) (𝓝 R0)) (hpos : (1 - R0).PosDef) :
    Tendsto (fun q => (u ⬝ᵥ structureFactor u (R q) q *ᵥ u) / q ^ 2) (𝓝[>] 0) (𝓝 1) := by
  have hdot : Continuous fun v : n → ℝ => u ⬝ᵥ v := by
    unfold dotProduct
    fun_prop
  have hg0 : 0 < u ⬝ᵥ (1 - R0)⁻¹ *ᵥ u := by
    simpa only [star_trivial] using hpos.inv.dotProduct_mulVec_pos hu
  have h := (hdot.tendsto _).comp (tendsto_screening hu hR hpos).2
  rw [dotProduct_smul, smul_eq_mul, inv_mul_cancel₀ hg0.ne'] at h
  refine h.congr fun q => ?_
  simp only [Function.comp_apply, dotProduct_smul, smul_eq_mul]
  ring
```

## Charge fluctuations

The main theorem assumes \(u\neq0\) and the two conditions on the remainder. It also takes a real number `κ` with \(\kappa^2=u^Tu\); its sign plays no role. The conclusion has three parts: invertibility for small \(q>0\), positivity of \(\kappa^2\), and the limit. The proof divides the preceding result by \(\kappa^2\). Neutrality of the ions by themselves, \(\sum_i\rho_iz_i=0\), is not a hypothesis of the theorem. Physically, a homogeneous fluid whose ions carry a net charge density needs a uniform neutralising background.

```lean
/-- **Stillinger-Lovett law.** For small `q > 0` the Ornstein-Zernike matrix is invertible, and
the normalised charge structure factor divided by `q²` tends to `1 / κ²`, where `κ² > 0`. -/
theorem stillinger_lovett {u : n → ℝ} (hu : u ≠ 0) {κ : ℝ} (hκ : κ ^ 2 = u ⬝ᵥ u)
    {R : ℝ → Matrix n n ℝ} {R0 : Matrix n n ℝ}
    (hR : Tendsto R (𝓝[>] 0) (𝓝 R0)) (hpos : (1 - R0).PosDef) :
    (∀ᶠ q in 𝓝[>] (0 : ℝ), IsUnit (ozMatrix u (R q) q)) ∧ 0 < κ ^ 2 ∧
      Tendsto (fun q => (u ⬝ᵥ structureFactor u (R q) q *ᵥ u) / ((u ⬝ᵥ u) * q ^ 2))
        (𝓝[>] 0) (𝓝 (1 / κ ^ 2)) := by
  have hne : κ ^ 2 ≠ 0 := by
    rw [hκ]
    exact fun h => hu (dotProduct_self_eq_zero.1 h)
  refine ⟨(tendsto_screening hu hR hpos).1, lt_of_le_of_ne (sq_nonneg κ) hne.symm, ?_⟩
  refine ((tendsto_contraction hu hR hpos).div_const (κ ^ 2)).congr fun q => ?_
  rw [← hκ, div_div, mul_comm (q ^ 2)]
```

The version in physical variables uses \(w_i=\sqrt{\rho_i}\,z_i\), so that \(u=\sqrt{4\pi\beta}\,w\). The quantity \(w^TSw\) is the charge-density structure factor per unit volume, and

\[
\frac{w^TSw}{q^2}\to\frac1{4\pi\beta}.
\]

The two conditions on the remainder are again assumed, the densities and \(\beta\) are positive, and at least one species is charged. The proof first shows \(u\neq0\), then takes the factor \(4\pi\beta\) out of the contraction.

```lean
/-- In Gaussian units, for species of densities `ρ` and charges `z` at inverse temperature `β`,
the charge-density structure factor divided by `q²` tends to `1 / (4πβ)`. -/
theorem charge_fluctuation_law {β : ℝ} (hβ : 0 < β) {ρ z : n → ℝ} (hρ : ∀ i, 0 < ρ i)
    (hz : z ≠ 0) {R : ℝ → Matrix n n ℝ} {R0 : Matrix n n ℝ}
    (hR : Tendsto R (𝓝[>] 0) (𝓝 R0)) (hpos : (1 - R0).PosDef) :
    let w : n → ℝ := fun i => √(ρ i) * z i
    Tendsto (fun q => (w ⬝ᵥ structureFactor (√(4 * Real.pi * β) • w) (R q) q *ᵥ w) / q ^ 2)
      (𝓝[>] 0) (𝓝 (1 / (4 * Real.pi * β))) := by
  intro w
  have hb : 0 < 4 * Real.pi * β := by positivity
  have hu : √(4 * Real.pi * β) • w ≠ 0 := by
    intro h
    apply hz
    ext i
    have hi : √(4 * Real.pi * β) * (√(ρ i) * z i) = 0 := congrFun h i
    have h1 := (mul_eq_zero.1 hi).resolve_left (Real.sqrt_pos.2 hb).ne'
    exact (mul_eq_zero.1 h1).resolve_left (Real.sqrt_pos.2 (hρ i)).ne'
  refine ((tendsto_contraction hu hR hpos).div_const (4 * Real.pi * β)).congr fun q => ?_
  -- pull the common factor out of both coupling vectors
  rw [Matrix.mulVec_smul, dotProduct_smul, smul_dotProduct, smul_eq_mul, smul_eq_mul,
    ← mul_assoc, Real.mul_self_sqrt hb.le, div_right_comm, mul_div_cancel_left₀ _ hb.ne']
```

## Invertibility without positivity

The last theorem takes \(u=(1,0)^T\) and a constant remainder for which

\[
I-R_0=\begin{pmatrix}0&1\\1&0\end{pmatrix}.
\]

This matrix is invertible but not positive definite, and \(g=0\). For \(q\neq0\),

\[
M=\begin{pmatrix}q^{-2}&1\\1&0\end{pmatrix},\qquad
S=\begin{pmatrix}0&1\\1&-q^{-2}\end{pmatrix}.
\]

Thus \(u^TSu=0\) at every such \(q\), and the ratio \(u^TSu/q^2\) stays at zero instead of tending to one. This is an algebraic counterexample, not a model of a fluid: \(S\) has a negative diagonal entry, which a matrix of partial structure factors cannot have. It shows that invertibility alone is too weak, not that positive definiteness is necessary. For invertible \(A_0\), the derivation above still works for small \(q\) whenever \(g_0\neq0\). The proof computes \(M\) entry by entry and verifies the inverse by multiplication.

```lean
/-- Invertibility of `I - R0` cannot replace positivity: in this two-component example `I - R0`
and the Ornstein-Zernike matrix are invertible, yet `uᵀ S u = 0` at every `q`. -/
theorem positivity_needed :
    IsUnit (1 - !![1, -1; -1, 1] : Matrix (Fin 2) (Fin 2) ℝ) ∧
      ∀ q : ℝ, IsUnit (ozMatrix ![1, 0] !![1, -1; -1, 1] q) ∧
        ![1, 0] ⬝ᵥ structureFactor ![1, 0] !![1, -1; -1, 1] q *ᵥ ![1, 0] = 0 := by
  constructor
  · rw [Matrix.isUnit_iff_isUnit_det, isUnit_iff_ne_zero, Matrix.det_fin_two]
    simp
  · intro q
    have hM : ozMatrix ![1, 0] !![1, -1; -1, 1] q = !![(q ^ 2)⁻¹, 1; 1, 0] := by
      ext i j
      fin_cases i <;> fin_cases j <;> simp [ozMatrix]
    have hinv : !![(q ^ 2)⁻¹, 1; 1, 0] * !![0, 1; 1, -(q ^ 2)⁻¹] = 1 := by
      ext i j
      fin_cases i <;> fin_cases j <;> simp [Matrix.mul_apply, Fin.sum_univ_succ]
    constructor
    · rw [hM, Matrix.isUnit_iff_isUnit_det, isUnit_iff_ne_zero, Matrix.det_fin_two]
      simp
    · rw [structureFactor, hM, Matrix.inv_eq_right_inv hinv]
      simp [Matrix.mulVec, dotProduct, Fin.sum_univ_succ]

end

end IonicOrnsteinZernike
```

```lean
#print axioms IonicOrnsteinZernike.stillinger_lovett
-- 'IonicOrnsteinZernike.stillinger_lovett' depends on axioms: [propext, Classical.choice, Quot.sound]
#print axioms IonicOrnsteinZernike.charge_fluctuation_law
-- 'IonicOrnsteinZernike.charge_fluctuation_law' depends on axioms: [propext, Classical.choice, Quot.sound]
#print axioms IonicOrnsteinZernike.positivity_needed
-- 'IonicOrnsteinZernike.positivity_needed' depends on axioms: [propext, Classical.choice, Quot.sound]
```
